# The antiunitary operator σy K reverses the sign of every Pauli matrix

For a single spin one-half, let K be complex conjugation of the two components of the state. The lemma `spin_flip` says that σy K, which is time reversal up to a phase, is antiunitary, and that moving it past σx, σy or σz costs a minus sign: σy K (σ ψ) = −σ (σy K ψ) for each of the three. The vector ψ is any element of ℂ², not necessarily normalised. The attempt gets antiunitarity from the earlier theorem `isAntiunitary_iff`, after checking entry by entry that σy is unitary, and leaves the three sign relations to `simp`, one component at a time.

Lean 4 with Mathlib refuses this proof:

```lean
import Mathlib

open Matrix

namespace AntiunitarySymmetry

variable {n : Type*} [Fintype n] [DecidableEq n]

/-- An antiunitary map on state vectors: additive, conjugate-homogeneous, and
exchanging the two arguments of every inner product. -/
structure IsAntiunitary (T : (n → ℂ) → (n → ℂ)) : Prop where
  map_add : ∀ x y, T (x + y) = T x + T y
  map_smul : ∀ (c : ℂ) x, T (c • x) = star c • T x
  inner_map : ∀ x y, star (T x) ⬝ᵥ T y = star y ⬝ᵥ x

/-- The operator `U K`: complex conjugation of the state followed by the matrix `U`. -/
def antiOp (U : Matrix n n ℂ) (ψ : n → ℂ) : n → ℂ := U *ᵥ star ψ

/-- The antiunitary maps are exactly the operators `U K` with `U` unitary. -/
theorem isAntiunitary_iff (T : (n → ℂ) → (n → ℂ)) :
    IsAntiunitary T ↔ ∃ U ∈ unitaryGroup n ℂ, T = antiOp U := by
  constructor
  · intro h
    -- `T K` is linear, hence a matrix
    let L : (n → ℂ) →ₗ[ℂ] (n → ℂ) :=
      { toFun := fun x => T (star x)
        map_add' := fun x y => by simp only [star_add, h.map_add]
        map_smul' := fun c x => by
          simp only [star_smul, h.map_smul, star_star, RingHom.id_apply] }
    obtain ⟨U, hU⟩ : ∃ U : Matrix n n ℂ, ∀ x, U *ᵥ x = T (star x) := by
      refine ⟨LinearMap.toMatrix' L, fun x => ?_⟩
      have h1 : LinearMap.toMatrix' L *ᵥ x = L x := by
        rw [← Matrix.toLin'_apply, Matrix.toLin'_toMatrix']
      exact h1
    have hc : ∀ j k, U k j = T (star (Pi.single j 1)) k := by
      intro j k
      rw [← hU, Matrix.mulVec_single_one]
      rfl
    refine ⟨U, mem_unitaryGroup_iff'.2 ?_, ?_⟩
    · -- the columns of `U` are orthonormal
      ext i j
      have h2 : (star U * U) i j
          = star (T (star (Pi.single i 1))) ⬝ᵥ T (star (Pi.single j 1)) := by
        show ∑ k, star (U k i) * U k j = ∑ k, star (T _ k) * T _ k
        exact Finset.sum_congr rfl fun k _ => by rw [hc i k, hc j k]
      rw [h2, h.inner_map, star_star, single_one_dotProduct]
      by_cases hij : i = j
      · subst hij
        simp
      · simp [hij, Ne.symm hij]
    · funext ψ
      show T ψ = U *ᵥ star ψ
      rw [hU, star_star]
  · rintro ⟨U, hU, rfl⟩
    have h1 : Uᴴ * U = 1 := mem_unitaryGroup_iff'.1 hU
    refine ⟨fun x y => ?_, fun c x => ?_, fun x y => ?_⟩
    · simp only [antiOp, star_add, Matrix.mulVec_add]
    · simp only [antiOp, star_smul, Matrix.mulVec_smul]
    · simp only [antiOp]
      rw [Matrix.star_mulVec, star_star, ← Matrix.dotProduct_mulVec,
        Matrix.mulVec_mulVec, h1, Matrix.one_mulVec, dotProduct_comm]

/-- The Pauli matrix `σx`. -/
def pauliX : Matrix (Fin 2) (Fin 2) ℂ := !![0, 1; 1, 0]

/-- The Pauli matrix `σy`. -/
def pauliY : Matrix (Fin 2) (Fin 2) ℂ := !![0, -Complex.I; Complex.I, 0]

/-- The Pauli matrix `σz`. -/
def pauliZ : Matrix (Fin 2) (Fin 2) ℂ := !![1, 0; 0, -1]

/-- The antiunitary `σy K` reverses the sign of all three Pauli matrices. -/
theorem spin_flip (ψ : Fin 2 → ℂ) :
    IsAntiunitary (antiOp pauliY) ∧
      antiOp pauliY (pauliX *ᵥ ψ) = -(pauliX *ᵥ antiOp pauliY ψ) ∧
      antiOp pauliY (pauliY *ᵥ ψ) = -(pauliY *ᵥ antiOp pauliY ψ) ∧
      antiOp pauliY (pauliZ *ᵥ ψ) = -(pauliZ *ᵥ antiOp pauliY ψ) := by
  refine ⟨(isAntiunitary_iff _).2 ⟨pauliY, mem_unitaryGroup_iff.2 ?_, rfl⟩, ?_, ?_, ?_⟩
  · ext i j
    fin_cases i <;> fin_cases j <;>
      simp [pauliY, Matrix.mul_apply, Fin.sum_univ_two, Matrix.star_apply]
  all_goals
    ext i
    fin_cases i <;>
      simp [antiOp, pauliX, pauliY, pauliZ, Matrix.mulVec, dotProduct, Fin.sum_univ_two]

end AntiunitarySymmetry
```

The compiler's answer:

```
Main.lean:77:68: error: unsolved goals
case refine_3.«0»
ψ : Fin 2 → ℂ
⊢ Complex.I * (Complex.I * (starRingEnd ℂ) (ψ 0)) = Complex.I * (starRingEnd ℂ) (ψ 0) * Complex.I

case refine_3.«1»
ψ : Fin 2 → ℂ
⊢ Complex.I * (Complex.I * (starRingEnd ℂ) (ψ 1)) = Complex.I * (starRingEnd ℂ) (ψ 1) * Complex.I
```

The message says that the proof ends with two goals still open. Both are labelled `refine_3`, the relation for σy, and they are its two components; `simp` has closed everything else.

In each open goal the two sides are the same product, two factors of `Complex.I` and one conjugated component of ψ, but the factors are ordered and grouped differently. The equation is therefore true, by commutativity and associativity of multiplication in ℂ. The `simp` call has no rule that brings the two products to a common order, so it simplifies the goals as far as this and stops. Since it has made progress, `simp` itself reports no error, and Lean complains only when the proof ends with the goals unproved.

The repair adds `all_goals ring`, which runs `ring` on both remaining goals. `ring` proves identities that follow from the laws of a commutative ring, and these are two of them. The comment added above it has no effect on the proof.

Fix (accepted with no message):

```diff
@@ -84,4 +84,6 @@
     fin_cases i <;>
       simp [antiOp, pauliX, pauliY, pauliZ, Matrix.mulVec, dotProduct, Fin.sum_univ_two]
+  -- the `σy` components agree up to the order of the factors
+  all_goals ring
 
 end AntiunitarySymmetry
```
